# Oppenheim's inequality: a lower bound on the overlap determinant of product functions

For functions $v_0,\dots,v_{n-1}$ in a complex inner product space, the overlap matrix is $S^v_{ij}=\langle v_i,v_j\rangle$, with the inner product conjugate-linear in its first argument. Its determinant is zero exactly when the functions are linearly dependent. A second family $w_0,\dots,w_{n-1}$, in a possibly different space, has the overlap matrix $S^w$. The product functions are the $n$ paired products $v_i\otimes w_i$, not all $n^2$ combinations.

The entrywise product is $(A\odot B)_{ij}=A_{ij}B_{ij}$. Indices start at 0, a prime on a matrix means that row 0 and column 0 are deleted, and $E_{00}$ is the matrix with a single 1 in its $(0,0)$ entry. Positive semidefinite matrices are Hermitian by definition.

## The bound for matrices and for product functions

How close to linear dependence can the products come, if the $v_i$ are known to be independent? Their overlap matrix is $S^v\odot S^w$, and for all complex positive semidefinite $n\times n$ matrices $A$ and $B$,

$$\det A\,\prod_i B_{ii}\;\le\;\det(A\odot B).$$

For the product functions this reads

$$\det S^v\,\prod_i\|w_i\|^2\;\le\;\det(S^v\odot S^w).$$

If the $w_i$ are normalised, the determinant of the products is at least $\det S^v$. For two normalised pairs with overlaps $s=\langle v_0,v_1\rangle$ and $r=\langle w_0,w_1\rangle$, the statement is $1-|s|^2\le 1-|s|^2|r|^2$.

## Separable basis functions in a code

An uncontracted Cartesian Gaussian is a product of functions of $x$, $y$ and $z$, so in electronic structure the overlap matrix of a finite set of such primitives is the entrywise product of three one-dimensional overlap matrices. The bound, used twice, gives a positive lower limit on its determinant if the factors in one of the coordinates are linearly independent. For a set that contains a full p shell this twofold use gives only zero, since in each coordinate two of the three p functions have proportional factors. A single use, with the $x$ and $y$ factors kept together as one function of two coordinates, can still give a positive limit, as it does for one p shell alone. Contracted functions are sums of products, and their overlap matrix does not generally factorise in this way.

When $\det S^v>0$ and no $w_i$ vanishes, a code can compare logarithms:

$$\log\det(S^v\odot S^w)\ge\log\det S^v+\sum_i\log\|w_i\|^2.$$

With $\|w_i\|^2$ read from the diagonal of $S^w$, a violation larger than rounding can account for means that a factor is not a valid overlap matrix, or that the product or a determinant was computed wrongly.

## Derivation by removing one function at a time

**Overlaps of products.** The inner product of product functions factorises, $\langle v_i\otimes w_i,v_j\otimes w_j\rangle=\langle v_i,v_j\rangle\langle w_i,w_j\rangle$, which gives $S^v\odot S^w$. Each overlap matrix is positive semidefinite, because $\sum_{ij}\bar c_iS^v_{ij}c_j=\|\sum_jc_jv_j\|^2\ge0$.

**Positivity of the entrywise product.** Write $A=X^\dagger X$ and $B=Y^\dagger Y$. The Kronecker product $A\otimes B=(X\otimes Y)^\dagger(X\otimes Y)$ is positive semidefinite. Its rows and columns labelled $(i,i)$ form $A\odot B$, which is therefore positive semidefinite too.

**Changing the corner.** Expand $\det(M+tE_{00})$ along row 0. The cofactors of that row do not contain its entries, so only the $(0,0)$ term changes:

$$\det(M+tE_{00})=\det M+t\det M'.$$

**Subtracting a residual.** Let $A$ be positive semidefinite of size $n+1$, and let $m=\det A'$. We need $t\ge0$ such that $tm=\det A$ and $A-tE_{00}$ is still positive semidefinite. Let $y$ be the first column of the adjugate of $A$, and $e_0$ the first unit vector. Then $Ay=(\det A)e_0$ and $y_0=m$.

If $m=0$, then $y^\dagger Ay=\bar y_0\det A=0$. For a positive semidefinite matrix this forces $Ay=0$, hence $\det A=0$, and $t=0$ suffices.

If $m\ne0$, put $t=\det A/m$ and $z=y/m$. Now $Az=te_0$ and $z_0=1$, so $t=z^\dagger Az\ge0$. Since $A$ is Hermitian and $t$ is real, $z^\dagger Ax=tx_0$ for every vector $x$. Therefore

$$\begin{aligned}
(x-x_0z)^\dagger A(x-x_0z)
&=x^\dagger Ax-t|x_0|^2-t|x_0|^2+t|x_0|^2\\
&=x^\dagger(A-tE_{00})x.
\end{aligned}$$

The left side is nonnegative, so $A-tE_{00}$ is positive semidefinite. When $A=S^v$, the function $\sum_jz_jv_j$ is the part of $v_0$ orthogonal to the other $v_j$, and $t$ is its squared norm.

**Induction.** For $n=0$ both sides of the bound are 1. For size $n+1$, take $t$ as above and write

$$A\odot B=(A-tE_{00})\odot B+tB_{00}E_{00}.$$

Deleting row and column 0 removes the altered entry, so the corner formula gives

$$\det(A\odot B)=\det\big((A-tE_{00})\odot B\big)+tB_{00}\det(A'\odot B').$$

The first term is nonnegative. Since $tB_{00}\ge0$, the bound for size $n$ shows that the second is at least

$$tB_{00}\det A'\prod_{i\ge1}B_{ii}=\det A\prod_iB_{ii}.$$

**Equality.** If $B_{ij}=u_i\bar u_j$, then $A\odot B=D_uAD_{\bar u}$, where $D_u$ is the diagonal matrix with entries $u_i$. Its determinant is $\det A\prod_i|u_i|^2$, so the bound is attained. This happens when all $w_i$ are multiples of one function.

## The statements and proof in Lean

In `oppenheim`, `A` and `B` are complex matrices indexed by `Fin n`, and the only hypotheses are `A.PosSemidef` and `B.PosSemidef`. The order `≤` on complex numbers requires equal imaginary parts as well as ordered real parts. In `oppenheim_overlap` the types `E` and `F` are the two function spaces, `overlap v` is $S^v$, and `v i ⊗ₜ[ℂ] w i` is a product function; no positivity hypothesis remains, since overlap matrices satisfy it. `overlap_tmul_det_pos` concludes that the product determinant is positive if $\det S^v\ne0$ and every $w_i$ is nonzero. The $w_i$ may be linearly dependent.

The lemmas follow the derivation. `overlap_tmul` factorises the overlaps, and `hadamard_posSemidef` selects the submatrix of the Kronecker product. In `det_add_corner`, `Matrix.single 0 0 t` is $tE_{00}$ and `submatrix Fin.succ Fin.succ` is the prime; the proof rewrites both determinants by their first-row expansions. `exists_residual` obtains `y` from the adjugate, splits on whether the minor vanishes, and proves the quadratic-form identity as `key`.

The main theorem uses `induction n`. Its equation `e` splits off the corner, `h1` is the nonnegative first term, and `h2` is the bound for the smaller matrices; the `calc` block combines them. `oppenheim_sharp` proves the equality case through diagonal scaling, for any square `A`.

```lean
import Mathlib

open Matrix
open scoped ComplexOrder Kronecker TensorProduct

namespace OppenheimOverlap

variable {n : ℕ}
variable {E F : Type*} [NormedAddCommGroup E] [InnerProductSpace ℂ E]
  [NormedAddCommGroup F] [InnerProductSpace ℂ F]

/-- The overlap matrix `S i j = ⟨v i, v j⟩` of a finite family of functions. -/
noncomputable def overlap (v : Fin n → E) : Matrix (Fin n) (Fin n) ℂ :=
  Matrix.of fun i j => inner ℂ (v i) (v j)

/-- An overlap matrix is positive semidefinite. -/
theorem overlap_posSemidef (v : Fin n → E) : (overlap v).PosSemidef := by
  have h : (Matrix.gram ℂ v).PosSemidef := Matrix.posSemidef_gram ..
  exact h

/-- The overlap matrix of the product functions `v i ⊗ w i` is the entrywise product of the
overlap matrices of the two families. -/
theorem overlap_tmul (v : Fin n → E) (w : Fin n → F) :
    overlap (fun i => v i ⊗ₜ[ℂ] w i) = overlap v ⊙ overlap w := by
  ext i j
  simp [overlap, Matrix.hadamard_apply, TensorProduct.inner_tmul]

/-- The entrywise product of two positive semidefinite matrices is positive semidefinite. -/
theorem hadamard_posSemidef {A B : Matrix (Fin n) (Fin n) ℂ}
    (hA : A.PosSemidef) (hB : B.PosSemidef) : (A ⊙ B).PosSemidef := by
  -- the entrywise product is a principal submatrix of the Kronecker product
  have e : A ⊙ B = (A ⊗ₖ B).submatrix (fun i => (i, i)) (fun i => (i, i)) := by
    ext i j
    simp [Matrix.hadamard_apply, Matrix.kroneckerMap_apply]
  rw [e]
  exact (hA.kronecker hB).submatrix _

/-- Adding `t` to the first diagonal entry of a matrix raises its determinant by `t` times the
determinant of the matrix without its first row and column. -/
theorem det_add_corner (M : Matrix (Fin (n + 1)) (Fin (n + 1)) ℂ) (t : ℂ) :
    (M + Matrix.single 0 0 t).det = M.det + t * (M.submatrix Fin.succ Fin.succ).det := by
  have h : ∀ k : Fin n → Fin (n + 1),
      (M + Matrix.single 0 0 t).submatrix Fin.succ k = M.submatrix Fin.succ k := by
    intro k
    ext i j
    simp [(Fin.succ_ne_zero _).symm]
  have h0 : (M + Matrix.single 0 0 t : Matrix (Fin (n + 1)) (Fin (n + 1)) ℂ) 0 0
      = M 0 0 + t := by
    simp
  have hs : ∀ j : Fin n,
      (M + Matrix.single 0 0 t : Matrix (Fin (n + 1)) (Fin (n + 1)) ℂ) 0 j.succ
        = M 0 j.succ := by
    intro j
    simp [(Fin.succ_ne_zero _).symm]
  -- expand both determinants along the first row
  rw [Matrix.det_succ_row_zero, Matrix.det_succ_row_zero M, Fin.sum_univ_succ,
    Fin.sum_univ_succ]
  simp only [h, h0, hs, Fin.succAbove_zero, Fin.val_zero, pow_zero, one_mul]
  ring

/-- From the first diagonal entry of a positive semidefinite matrix one can subtract some `t ≥ 0`
and keep it positive semidefinite, where `t` times the determinant without the first row and
column is the full determinant. -/
theorem exists_residual {A : Matrix (Fin (n + 1)) (Fin (n + 1)) ℂ} (hA : A.PosSemidef) :
    ∃ t : ℂ, 0 ≤ t ∧ t * (A.submatrix Fin.succ Fin.succ).det = A.det ∧
      (A - Matrix.single 0 0 t).PosSemidef := by
  -- the first column of the adjugate is mapped by `A` to a multiple of the first unit vector
  obtain ⟨y, hy, hy0⟩ : ∃ y : Fin (n + 1) → ℂ, A *ᵥ y = Pi.single 0 A.det ∧
      y 0 = (A.submatrix Fin.succ Fin.succ).det := by
    refine ⟨fun i => A.adjugate i 0, ?_, ?_⟩
    · ext i
      have h : (A * A.adjugate) i 0
          = (A.det • (1 : Matrix (Fin (n + 1)) (Fin (n + 1)) ℂ)) i 0 := by
        rw [Matrix.mul_adjugate]
      change (A * A.adjugate) i 0 = _
      rw [h]
      simp [Matrix.one_apply, Pi.single_apply]
    · simp [Matrix.adjugate_fin_succ_eq_det_submatrix]
  by_cases hm : (A.submatrix Fin.succ Fin.succ).det = 0
  · -- a vanishing minor forces a vanishing determinant
    have h1 : star y ⬝ᵥ A *ᵥ y = 0 := by
      rw [hy, dotProduct_single, Pi.star_apply, hy0, hm, star_zero, zero_mul]
    have h2 : A *ᵥ y = 0 := (hA.dotProduct_mulVec_zero_iff y).1 h1
    have h3 : A.det = 0 := by
      have h4 := congrFun (hy.symm.trans h2) 0
      simpa using h4
    exact ⟨0, le_rfl, by rw [h3, zero_mul], by simpa using hA⟩
  · obtain ⟨t, htm⟩ : ∃ t : ℂ, t * (A.submatrix Fin.succ Fin.succ).det = A.det :=
      ⟨A.det / (A.submatrix Fin.succ Fin.succ).det, div_mul_cancel₀ _ hm⟩
    -- rescale so that the first component is one
    obtain ⟨z, hz, hz0⟩ : ∃ z : Fin (n + 1) → ℂ, A *ᵥ z = Pi.single 0 t ∧ z 0 = 1 := by
      refine ⟨((A.submatrix Fin.succ Fin.succ).det)⁻¹ • y, ?_, ?_⟩
      · rw [Matrix.mulVec_smul, hy, ← htm]
        ext i
        by_cases h : i = 0
        · subst h
          simp only [Pi.smul_apply, Pi.single_eq_same, smul_eq_mul]
          field_simp
        · simp [h]
      · rw [Pi.smul_apply, hy0, smul_eq_mul, inv_mul_cancel₀ hm]
    have ht : 0 ≤ t := by
      have h := hA.dotProduct_mulVec_nonneg z
      rwa [hz, dotProduct_single, Pi.star_apply, hz0, star_one, one_mul] at h
    have hts : star t = t := Complex.conj_eq_iff_im.2 (Complex.le_def.1 ht).2.symm
    have hzA : star z ᵥ* A = Pi.single 0 t := by
      have h : star (A *ᵥ z) = star z ᵥ* A := by
        rw [Matrix.star_mulVec, hA.isHermitian.eq]
      rw [← h, hz]
      ext i
      by_cases hi : i = 0
      · subst hi
        simpa using hts
      · simp [hi]
    refine ⟨t, ht, htm, Matrix.PosSemidef.of_dotProduct_mulVec_nonneg ?_ ?_⟩
    · refine hA.isHermitian.sub ?_
      rw [Matrix.IsHermitian, Matrix.conjTranspose_single, hts]
    · intro x
      have hE : (Matrix.single 0 0 t : Matrix (Fin (n + 1)) (Fin (n + 1)) ℂ) *ᵥ x
          = Pi.single 0 (t * x 0) := by
        ext i
        refine Fin.cases ?_ (fun k => ?_) i <;>
          simp [Matrix.mulVec, dotProduct, Matrix.single_apply,
            (Fin.succ_ne_zero _).symm]
      have hzx : star z ⬝ᵥ A *ᵥ x = t * x 0 := by
        rw [Matrix.dotProduct_mulVec, hzA, single_dotProduct]
      -- the reduced form at `x` is the original form at `x - x 0 • z`
      have key : star x ⬝ᵥ (A - Matrix.single 0 0 t) *ᵥ x
          = star (x - x 0 • z) ⬝ᵥ A *ᵥ (x - x 0 • z) := by
        simp only [Matrix.sub_mulVec, Matrix.mulVec_sub, Matrix.mulVec_smul, hE, hz, star_sub,
          star_smul, dotProduct_sub, sub_dotProduct, smul_dotProduct, dotProduct_smul,
          dotProduct_single, Pi.sub_apply, Pi.smul_apply, smul_eq_mul, Pi.star_apply, hzx, hz0,
          star_one]
        ring
      rw [key]
      exact hA.dotProduct_mulVec_nonneg _

/-- **Oppenheim inequality.** For complex positive semidefinite `A` and `B`, the determinant of
the entrywise product is at least `det A` times the product of the diagonal entries of `B`. -/
theorem oppenheim {A B : Matrix (Fin n) (Fin n) ℂ} (hA : A.PosSemidef) (hB : B.PosSemidef) :
    A.det * ∏ i, B i i ≤ (A ⊙ B).det := by
  induction n with
  | zero => simp
  | succ n ih =>
    obtain ⟨t, ht, htm, hP⟩ := exists_residual hA
    -- split the corner off the first factor
    have e : A ⊙ B = (A - Matrix.single 0 0 t) ⊙ B + Matrix.single 0 0 (t * B 0 0) := by
      ext i j
      simp only [Matrix.hadamard_apply, Matrix.add_apply, Matrix.sub_apply, Matrix.single_apply]
      split_ifs with h
      · obtain ⟨rfl, rfl⟩ := h
        ring
      · ring
    have hs : ((A - Matrix.single 0 0 t) ⊙ B).submatrix Fin.succ Fin.succ
        = A.submatrix Fin.succ Fin.succ ⊙ B.submatrix Fin.succ Fin.succ := by
      ext i j
      simp [Matrix.hadamard_apply, (Fin.succ_ne_zero _).symm]
    have h1 := (hadamard_posSemidef hP hB).det_nonneg
    have h2 := ih (hA.submatrix Fin.succ) (hB.submatrix Fin.succ)
    have h3 : 0 ≤ t * B 0 0 := mul_nonneg ht hB.diag_nonneg
    rw [e, det_add_corner, hs, Fin.prod_univ_succ]
    calc A.det * (B 0 0 * ∏ i : Fin n, B i.succ i.succ)
        = t * B 0 0 * ((A.submatrix Fin.succ Fin.succ).det
            * ∏ i, B.submatrix Fin.succ Fin.succ i i) := by
          simp only [Matrix.submatrix_apply]
          rw [← htm]
          ring
      _ ≤ t * B 0 0 * (A.submatrix Fin.succ Fin.succ ⊙ B.submatrix Fin.succ Fin.succ).det :=
          mul_le_mul_of_nonneg_left h2 h3
      _ ≤ _ := le_add_of_nonneg_left h1

/-- The overlap determinant of the product functions `v i ⊗ w i` is at least the overlap
determinant of the `v i` times the product of the squared norms of the `w i`. -/
theorem oppenheim_overlap (v : Fin n → E) (w : Fin n → F) :
    (overlap v).det * ∏ i, (‖w i‖ : ℂ) ^ 2 ≤ (overlap fun i => v i ⊗ₜ[ℂ] w i).det := by
  have h : ∀ i, overlap w i i = (‖w i‖ : ℂ) ^ 2 := fun i =>
    inner_self_eq_norm_sq_to_K (𝕜 := ℂ) (w i)
  rw [overlap_tmul]
  simpa only [h] using oppenheim (overlap_posSemidef v) (overlap_posSemidef w)

/-- If the overlap matrix of the `v i` is nonsingular and no `w i` vanishes, the product functions
`v i ⊗ w i` have a positive overlap determinant. -/
theorem overlap_tmul_det_pos (v : Fin n → E) (w : Fin n → F)
    (hv : (overlap v).det ≠ 0) (hw : ∀ i, w i ≠ 0) :
    0 < (overlap fun i => v i ⊗ₜ[ℂ] w i).det := by
  have h1 : 0 < (overlap v).det := lt_of_le_of_ne (overlap_posSemidef v).det_nonneg hv.symm
  have h2 : 0 < ∏ i, (‖w i‖ : ℂ) ^ 2 := by
    refine Finset.prod_pos fun i _ => ?_
    have h : 0 < ‖w i‖ ^ 2 := pow_pos (norm_pos_iff.2 (hw i)) 2
    exact_mod_cast h
  exact lt_of_lt_of_le (mul_pos h1 h2) (oppenheim_overlap v w)

/-- The Oppenheim bound is attained, for every square matrix `A`, when the second factor has the
rank-one form `B i j = u i * conj (u j)`. -/
theorem oppenheim_sharp (A : Matrix (Fin n) (Fin n) ℂ) (u : Fin n → ℂ) :
    (A ⊙ Matrix.vecMulVec u (star u)).det
      = A.det * ∏ i, Matrix.vecMulVec u (star u) i i := by
  -- the entrywise product only rescales rows and columns
  have e : A ⊙ Matrix.vecMulVec u (star u)
      = Matrix.diagonal u * A * Matrix.diagonal (star u) := by
    ext i j
    rw [Matrix.mul_diagonal, Matrix.diagonal_mul, Matrix.hadamard_apply,
      Matrix.vecMulVec_apply]
    ring
  rw [e, Matrix.det_mul, Matrix.det_mul, Matrix.det_diagonal, Matrix.det_diagonal]
  simp only [Matrix.vecMulVec_apply, Finset.prod_mul_distrib]
  ring

end OppenheimOverlap
```

```lean
#print axioms OppenheimOverlap.oppenheim_overlap
#print axioms OppenheimOverlap.overlap_tmul_det_pos
#print axioms OppenheimOverlap.oppenheim_sharp
```

```
'OppenheimOverlap.oppenheim_overlap' depends on axioms: [propext, Classical.choice, Quot.sound]
'OppenheimOverlap.overlap_tmul_det_pos' depends on axioms: [propext, Classical.choice, Quot.sound]
'OppenheimOverlap.oppenheim_sharp' depends on axioms: [propext, Classical.choice, Quot.sound]
```

## Positivity, coordinates and conditioning

Positive semidefiniteness of $B$ cannot be weakened to being Hermitian with a positive diagonal. Take

$$A=\begin{pmatrix}1&\tfrac12\\\tfrac12&1\end{pmatrix},\qquad
B=\begin{pmatrix}1&2\\2&1\end{pmatrix}.$$

Here $\det A\prod_iB_{ii}=\tfrac34$, but every entry of $A\odot B$ is 1 and its determinant is 0. The matrix $B$ is no overlap matrix: two normalised functions cannot have overlap 2. Rounding can produce a milder form of the same defect, so the theorem applies to a stored matrix only if that matrix is itself positive semidefinite.

The step from the Lean model to a basis set is the identification of $v_i\otimes w_i$ with the function $v_i(x)w_i(y)$ of two independent coordinates, whose overlap integral separates. Pointwise products $v_i(x)w_i(x)$ in one shared coordinate generally do not have $S^v\odot S^w$ as their overlap matrix.

The bound concerns the determinant of a finite family. A determinant can be tiny although the overlap matrix is well conditioned: $k$ mutually orthogonal pairs of normalised functions, with overlap $\tfrac12$ within each pair, have determinant $(3/4)^k$, but their eigenvalues are only $\tfrac12$ and $\tfrac32$. The smallest eigenvalue and the condition number are the usual guides to the stability of an orthogonalisation. The equality result gives a sufficient condition and does not classify all cases of equality.
